# Two poles on the positive imaginary axis: the effective-range S-matrix when the scattering length exceeds twice a positive effective range

**Q:** Suppose I fit a scattering length $a$ and an effective range $r$ to low-energy s-wave data, build the S-matrix from the fit, and count each pole on the positive imaginary momentum axis as a bound state. What can go wrong?

**A:** You can report one bound state too many. When $a>2r>0$ there are always two such poles. If $a$ is much larger than $r$, one lies near $i/a$, at low momentum, and the other near $2i/r$, where a low-momentum expansion has no authority. Below we locate both and compute their residues, which differ in sign.

**Q:** Then fix the model first.

**A:** We call the wave number $k$ the momentum: it is an inverse length, the relative momentum divided by $\hbar$. At momentum $k$, the phase shift $\delta$ is described by

$$k\cot\delta=g(k)=-\frac1a+\frac{r k^2}{2},\qquad S(k)=e^{2i\delta}=\frac{g(k)+ik}{g(k)-ik}.$$

The sign convention makes $a$ positive for a shallow bound state. The formula for $g$ is then continued to complex $k$. In Lean, `kCot a r k` is $g(k)$ and `sMatrix a r k` is $S(k)$, with `a` and `r` real and `k` complex.

```lean
import Mathlib

open Complex Filter Topology

namespace EffectiveRangePoles

noncomputable section

/-- The effective-range approximation to `k cot δ`, with scattering length `a` and
effective range `r`, at complex momentum `k`. -/
def kCot (a r : ℝ) (k : ℂ) : ℂ := -1 / (a : ℂ) + r * k ^ 2 / 2

/-- The s-wave S-matrix element in the effective-range approximation. -/
def sMatrix (a r : ℝ) (k : ℂ) : ℂ :=
  (kCot a r k + I * k) / (kCot a r k - I * k)
```

**Q:** So the truncated expansion is assumed, not derived from a potential?

**A:** Yes. There is one s-wave channel, and no potential or wave function appears. The constants $a$ and $r$ stand for what the short-range interaction does to the low-energy phase shift.

**Q:** Where do the two poles come from?

**A:** Put $k=i\kappa$ in the denominator:

$$g(i\kappa)-i(i\kappa)=-\frac1a-\frac{r\kappa^2}{2}+\kappa.$$

This vanishes when $r\kappa^2-2\kappa+2/a=0$. With $s=\sqrt{1-2r/a}$, the solutions are

$$\kappa_-=\frac{1-s}{r},\qquad \kappa_+=\frac{1+s}{r}.$$

Lean calls these three real numbers `gap`, `kappaLo` and `kappaHi`. The first is dimensionless and is not an energy gap; the other two are inverse lengths.

```lean
/-- The dimensionless square root `√(1 - 2r/a)`. -/
def gap (a r : ℝ) : ℝ := √(1 - 2 * r / a)

/-- The decay constant `κ₋ = (1 - √(1 - 2r/a)) / r`. -/
def kappaLo (a r : ℝ) : ℝ := (1 - gap a r) / r

/-- The decay constant `κ₊ = (1 + √(1 - 2r/a)) / r`. -/
def kappaHi (a r : ℝ) : ℝ := (1 + gap a r) / r
```

**Q:** Are both decay constants positive?

**A:** From $a>2r>0$ we get $0<2r/a<1$, so $0<s^2<1$ and hence $0<s<1$. Therefore $0<\kappa_-<\kappa_+$. The lemma `gap_bounds` records the bounds on $s$ together with $s^2=1-2r/a$.

```lean
/-- For `a > 2r > 0` the square root lies strictly between zero and one, and its square
is `1 - 2r/a`. -/
theorem gap_bounds {a r : ℝ} (hr : 0 < r) (ha : 2 * r < a) :
    0 < gap a r ∧ gap a r < 1 ∧ gap a r ^ 2 = 1 - 2 * r / a := by
  have ha0 : 0 < a := by linarith
  have h1 : 2 * r / a < 1 := (div_lt_one ha0).2 ha
  have h2 : 0 < 2 * r / a := by positivity
  have hpos : 0 < gap a r := Real.sqrt_pos.2 (by linarith)
  have hsq : gap a r ^ 2 = 1 - 2 * r / a := Real.sq_sqrt (by linarith)
  exact ⟨hpos, by nlinarith, hsq⟩
```

**Q:** You looked only on the imaginary axis. There might be zeros elsewhere in the complex plane.

**A:** A factorisation excludes them. The sum and product of the decay constants are

$$\kappa_-+\kappa_+=\frac2r,\qquad \kappa_-\kappa_+=\frac{1-s^2}{r^2}=\frac{2}{ra}.$$

Expanding then gives, for every complex $k$,

$$\frac r2(k-i\kappa_-)(k-i\kappa_+)=\frac r2k^2-ik-\frac1a=g(k)-ik.$$

Since $r/2\neq0$, the only zeros are $i\kappa_-$ and $i\kappa_+$. In the Lean proof, `hsum` and `hprod` are the sum and product, each multiplied by $r$. They are carried over to the complex numbers, and `linear_combination` checks the expansion using $i^2=-1$.

```lean
/-- For `a > 2r > 0` the denominator of the S-matrix is a quadratic in `k` that
factorises over the two decay constants. -/
theorem denominator_factor {a r : ℝ} (hr : 0 < r) (ha : 2 * r < a) (k : ℂ) :
    kCot a r k - I * k =
      (r : ℂ) / 2 * (k - I * kappaLo a r) * (k - I * kappaHi a r) := by
  obtain ⟨-, -, hsq⟩ := gap_bounds hr ha
  have hr0 : r ≠ 0 := hr.ne'
  have hlo : r * kappaLo a r = 1 - gap a r := mul_div_cancel₀ _ hr0
  have hhi : r * kappaHi a r = 1 + gap a r := mul_div_cancel₀ _ hr0
  -- sum and product of the two roots
  have hsum : r * (kappaLo a r + kappaHi a r) = 2 := by linear_combination hlo + hhi
  have hprod : r * (kappaLo a r * kappaHi a r) = 2 / a := by
    apply mul_left_cancel₀ hr0
    linear_combination (r * kappaHi a r) * hlo + (1 - gap a r) * hhi - hsq
  have h1 : (r : ℂ) * (kappaLo a r + kappaHi a r) = 2 := by exact_mod_cast hsum
  have h2 : (r : ℂ) * (kappaLo a r * kappaHi a r) = 2 / a := by exact_mod_cast hprod
  unfold kCot
  linear_combination (I * k / 2) * h1 + (1 / 2) * h2
    - ((r : ℂ) * (kappaLo a r * kappaHi a r) / 2) * I_sq
```

**Q:** Does the numerator factorise as well?

**A:** It does, because $g$ is even: the numerator at $k$ is the denominator at $-k$. Thus

$$g(k)+ik=\frac r2(k+i\kappa_-)(k+i\kappa_+),$$

and the common factor $r/2$ cancels in the quotient:

$$S(k)=\frac{k+i\kappa_-}{k-i\kappa_-}\,\frac{k+i\kappa_+}{k-i\kappa_+}.$$

The steps `heven`, `hnum` and `hden` follow the same route.

```lean
/-- For `a > 2r > 0` the S-matrix is a product of two factors `(k + iκ)/(k - iκ)`,
one for each decay constant. -/
theorem sMatrix_eq_product {a r : ℝ} (hr : 0 < r) (ha : 2 * r < a) (k : ℂ) :
    sMatrix a r k =
      ((k + I * kappaLo a r) / (k - I * kappaLo a r)) *
        ((k + I * kappaHi a r) / (k - I * kappaHi a r)) := by
  have hr2 : (r : ℂ) / 2 ≠ 0 :=
    div_ne_zero (Complex.ofReal_ne_zero.2 hr.ne') two_ne_zero
  -- the numerator is the denominator at `-k`
  have heven : kCot a r (-k) = kCot a r k := by unfold kCot; ring
  have hnum : kCot a r k + I * k =
      (r : ℂ) / 2 * ((k + I * kappaLo a r) * (k + I * kappaHi a r)) := by
    have h := denominator_factor hr ha (-k)
    rw [heven] at h
    linear_combination h
  have hden : kCot a r k - I * k =
      (r : ℂ) / 2 * ((k - I * kappaLo a r) * (k - I * kappaHi a r)) := by
    rw [denominator_factor hr ha k, mul_assoc]
  unfold sMatrix
  rw [hnum, hden, mul_div_mul_left _ _ hr2, div_mul_div_comm]
```

**Q:** What about unitarity? Does it also need $a>2r$?

**A:** No, only $a\neq0$, with any real $r$. For real $k$, $g(k)$ is real, so $g+ik$ is the complex conjugate of $g-ik$ and the two have equal modulus. To divide, we need a nonzero denominator. If $g-ik=0$, its imaginary part gives $k=0$ and its real part gives $g(0)=-1/a=0$, which is impossible. Hence $|S(k)|=1$.

In `unitarity`, `parts` separates the real and imaginary parts, and `conjugate` supplies the equality of moduli. The theorem includes $k=0$, where $S=1$.

```lean
/-- For any nonzero scattering length and any effective range, the denominator has no
zero at real momentum and the S-matrix there has modulus one. -/
theorem unitarity {a : ℝ} (ha : a ≠ 0) (r k : ℝ) :
    kCot a r k - I * k ≠ 0 ∧ ‖sMatrix a r k‖ = 1 := by
  have hg : kCot a r k = ((-1 / a + r * k ^ 2 / 2 : ℝ) : ℂ) := by
    unfold kCot; push_cast; ring
  have parts : ∀ g q : ℝ, (g : ℂ) - I * q = 0 → g = 0 ∧ q = 0 := by
    intro g q h
    exact ⟨by simpa using congrArg Complex.re h, by simpa using congrArg Complex.im h⟩
  have conjugate : ∀ g q : ℝ, (g : ℂ) + I * q = starRingEnd ℂ ((g : ℂ) - I * q) := by
    intro g q
    simp only [map_sub, map_mul, Complex.conj_ofReal, Complex.conj_I]
    ring
  have hne : kCot a r k - I * k ≠ 0 := by
    intro h
    rw [hg] at h
    obtain ⟨h1, h2⟩ := parts _ _ h
    rw [h2] at h1
    have h3 : -1 / a = 0 := by linear_combination h1
    exact div_ne_zero (by norm_num) ha h3
  refine ⟨hne, ?_⟩
  -- numerator and denominator are complex conjugates
  have hnorm : ‖kCot a r k + I * k‖ = ‖kCot a r k - I * k‖ := by
    rw [hg, conjugate, RCLike.norm_conj]
  unfold sMatrix
  rw [norm_div, hnorm, div_self (norm_ne_zero_iff.2 hne)]
```

**Q:** Now the main statement. Why does it speak of zeros of the denominator instead of saying that $S$ has a pole?

**A:** Lean assigns the value zero to a division by zero, so the value of `sMatrix` at a pole tells you nothing. The theorem `effective_range_poles` therefore states the facts that make a pole. Under `0 < r` and `2 * r < a`, it says:

- $|S(k)|=1$ for every real $k$;
- for complex $k$, the denominator vanishes if and only if $k=i\kappa_-$ or $k=i\kappa_+$;
- $0<\kappa_-<\kappa_+$;
- wherever the denominator vanishes, the numerator does not.

**Q:** The last item is what prevents a cancellation?

**A:** Yes. If both vanished at some $k$, their difference $2ik$ would vanish, so $k=0$. But the denominator at $k=0$ is $-1/a\neq0$. Lean gets this contradiction by applying `unitarity` at zero momentum. The other items come from `unitarity`, the factorisation and the bounds on $s$.

```lean
/-- For `a > 2r > 0` the S-matrix has modulus one at real momentum; its denominator
vanishes exactly at `iκ` for the two decay constants, which are positive and distinct;
and the numerator is nonzero wherever the denominator vanishes. -/
theorem effective_range_poles {a r : ℝ} (hr : 0 < r) (ha : 2 * r < a) :
    (∀ k : ℝ, ‖sMatrix a r k‖ = 1) ∧
    (∀ k : ℂ, kCot a r k - I * k = 0 ↔ k = I * kappaLo a r ∨ k = I * kappaHi a r) ∧
    (0 < kappaLo a r ∧ kappaLo a r < kappaHi a r) ∧
    (∀ k : ℂ, kCot a r k - I * k = 0 → kCot a r k + I * k ≠ 0) := by
  have ha0 : a ≠ 0 := by linarith
  obtain ⟨hpos, hlt, -⟩ := gap_bounds hr ha
  have hr2 : (r : ℂ) / 2 ≠ 0 :=
    div_ne_zero (Complex.ofReal_ne_zero.2 hr.ne') two_ne_zero
  refine ⟨fun k => (unitarity ha0 r k).2, fun k => ?_, ⟨?_, ?_⟩, fun k h h' => ?_⟩
  · rw [denominator_factor hr ha k, mul_eq_zero, mul_eq_zero, sub_eq_zero, sub_eq_zero]
    simp only [hr2, false_or]
  · exact div_pos (by linarith) hr
  · exact div_lt_div_of_pos_right (by linarith) hr
  · -- a common zero would force `k = 0`, which is a real momentum
    have h2 : (2 * I) * k = 0 := by linear_combination h' - h
    have hk : k = 0 := (mul_eq_zero.1 h2).resolve_left (mul_ne_zero two_ne_zero I_ne_zero)
    apply (unitarity ha0 r 0).1
    rw [hk] at h
    simpa using h
```

**Q:** I would still like to see $S$ itself blow up.

**A:** The residue shows it. Suppose the denominator vanishes at $i\kappa$, with $\kappa$ real. Subtracting its value there gives

$$g(k)-ik=(k-i\kappa)\left[\frac r2(k+i\kappa)-i\right].$$

At $k=i\kappa$ the bracket equals $-i(1-r\kappa)$, and the numerator equals $2ik=-2\kappa$. So, if $r\kappa\neq1$,

$$\lim_{k\to i\kappa}(k-i\kappa)S(k)=\frac{-2\kappa}{-i(1-r\kappa)}=-\frac{2i\kappa}{1-r\kappa}.$$

The condition $r\kappa\ne1$ keeps the zero simple. In Lean, `𝓝[≠]` means that $k$ approaches the point without reaching it. The proof shows that the quotient with the factor $k-i\kappa$ removed is continuous (`hc`), evaluates it (`hv`), and uses `hfac` to identify it with $(k-i\kappa)S(k)$ away from the pole.

```lean
/-- If the denominator vanishes at `iκ` and `rκ ≠ 1`, then `(k - iκ) S(k)` tends to
`-2iκ/(1 - rκ)` as `k` approaches `iκ`. -/
theorem residue_at_pole {a r κ : ℝ} (h : kCot a r (I * κ) - I * (I * κ) = 0)
    (hκ : r * κ ≠ 1) :
    Tendsto (fun k : ℂ => (k - I * κ) * sMatrix a r k) (𝓝[≠] (I * κ))
      (𝓝 (-2 * I * κ / (1 - r * κ))) := by
  have h1 : (1 : ℂ) - r * κ ≠ 0 := by
    intro e
    apply hκ
    have e' : (r : ℂ) * κ = 1 := by linear_combination -e
    exact_mod_cast e'
  have hD : (r : ℂ) / 2 * (I * κ + I * κ) - I ≠ 0 := by
    intro e
    exact mul_ne_zero I_ne_zero h1 (by linear_combination -e)
  -- the S-matrix with the pole factor removed is continuous at the pole
  have hc : ContinuousAt (fun k : ℂ =>
      (kCot a r k + I * k) / ((r : ℂ) / 2 * (k + I * κ) - I)) (I * κ) := by
    apply ContinuousAt.div
    · unfold kCot
      fun_prop
    · fun_prop
    · exact hD
  have hv : (kCot a r (I * κ) + I * (I * κ)) / ((r : ℂ) / 2 * (I * κ + I * κ) - I) =
      -2 * I * κ / (1 - r * κ) := by
    rw [div_eq_div_iff hD h1]
    linear_combination (1 - (r : ℂ) * κ) * h
  have ht := hc.tendsto.mono_left (nhdsWithin_le_nhds (s := {I * (κ : ℂ)}ᶜ))
  rw [hv] at ht
  refine ht.congr' ?_
  filter_upwards [self_mem_nhdsWithin] with k hk
  have hk' : k - I * κ ≠ 0 := sub_ne_zero.2 hk
  have hfac : kCot a r k - I * k =
      (k - I * κ) * ((r : ℂ) / 2 * (k + I * κ) - I) := by
    unfold kCot at h ⊢
    linear_combination h
  unfold sMatrix
  rw [hfac]
  exact (mul_div_mul_left _ _ hk').symm.trans (mul_div_assoc _ _ _)
```

**Q:** And at our two poles?

**A:** Since $1-r\kappa_-=s$ and $1-r\kappa_+=-s$, the residues are

$$-\frac{2i\kappa_-}{s}\quad\text{at }i\kappa_-,\qquad +\frac{2i\kappa_+}{s}\quad\text{at }i\kappa_+.$$

Both are nonzero, and their signs are opposite. The next theorem inserts the two decay constants into the general limit.

```lean
/-- For `a > 2r > 0` the residues of the S-matrix are `-2iκ/√(1 - 2r/a)` at the pole with
the smaller decay constant and `+2iκ/√(1 - 2r/a)` at the pole with the larger one. -/
theorem residues_opposite_sign {a r : ℝ} (hr : 0 < r) (ha : 2 * r < a) :
    Tendsto (fun k : ℂ => (k - I * kappaLo a r) * sMatrix a r k)
      (𝓝[≠] (I * kappaLo a r)) (𝓝 (-2 * I * kappaLo a r / gap a r)) ∧
    Tendsto (fun k : ℂ => (k - I * kappaHi a r) * sMatrix a r k)
      (𝓝[≠] (I * kappaHi a r)) (𝓝 (2 * I * kappaHi a r / gap a r)) := by
  obtain ⟨hpos, -, -⟩ := gap_bounds hr ha
  obtain ⟨-, hzero, -, -⟩ := effective_range_poles hr ha
  have hlo : r * kappaLo a r = 1 - gap a r := mul_div_cancel₀ _ hr.ne'
  have hhi : r * kappaHi a r = 1 + gap a r := mul_div_cancel₀ _ hr.ne'
  have clo : (r : ℂ) * kappaLo a r = 1 - gap a r := by exact_mod_cast hlo
  have chi : (r : ℂ) * kappaHi a r = 1 + gap a r := by exact_mod_cast hhi
  constructor
  · have h := residue_at_pole ((hzero _).2 (Or.inl rfl))
      (by rw [hlo]; intro e; linarith)
    rwa [clo, sub_sub_cancel] at h
  · have h := residue_at_pole ((hzero _).2 (Or.inr rfl))
      (by rw [hhi]; intro e; linarith)
    have e : -2 * I * (kappaHi a r : ℂ) / (1 - r * kappaHi a r) =
        2 * I * kappaHi a r / gap a r := by
      rw [chi, show (1 : ℂ) - (1 + gap a r) = -(gap a r : ℂ) by ring, div_neg]
      ring
    rwa [e] at h
```

**Q:** Does the sign tell me which pole to believe?

**A:** It helps, given some physics that the Lean code does not formalise. Take an s-wave bound state of a real, energy-independent potential that vanishes beyond some distance. Let $u(\rho)$ be its real radial function (distance $\rho$ times the radial wave function), normalised by $\int_0^\infty u^2\,d\rho=1$, with the tail $u=Ae^{-\kappa\rho}$ outside the potential. The residue at $i\kappa$ is then $-iA^2$, that is, $-i$ times the squared amplitude of the tail. The pole at $i\kappa_-$ has a sign compatible with that; the pole at $i\kappa_+$ would require a negative squared amplitude.

**Q:** What happens in the zero-range limit?

**A:** Hold $a>0$ fixed and let $r\to0^+$. Then $s\to1$, and writing

$$\kappa_-=\frac{2}{a(1+s)}$$

shows that $\kappa_-\to1/a$, while $\kappa_+\to\infty$. The familiar single pole at $i/a$ remains, and the second leaves every bounded region of the momentum plane.

**Q:** And if I drop the condition $a>2r$?

**A:** Take $r=1$ and $a=2$, in any unit of length. The denominator becomes $\tfrac12(k-i)^2$: the two zeros have merged, so they are no longer distinct. With $r=1$ and $a=1$, the equation is $k^2-2ik-2=0$, whose solutions are $k=i\pm1$. The zeros have left the imaginary axis. Both examples illustrate the algebra of the truncated formula and are not offered as physical systems. In the second, a bound state at either zero would have an energy proportional to $k^2=\pm2i$, which a Hermitian Hamiltonian does not allow.

The second example belongs to a general pattern. For $0<a<2r$, a zero at $i\kappa$ with real $\kappa$ would give, after completing the square,

$$(r\kappa-1)^2=1-\frac{2r}{a}<0,$$

which is impossible. In `no_imaginary_zero` this identity is `h2`, and `nlinarith` finds the contradiction with the non-negativity of a square.

```lean
/-- For `0 < a < 2r` the denominator of the S-matrix has no zero on the imaginary axis. -/
theorem no_imaginary_zero {a r : ℝ} (ha : 0 < a) (har : a < 2 * r) (κ : ℝ) :
    kCot a r (I * κ) - I * (I * κ) ≠ 0 := by
  intro h
  unfold kCot at h
  have hC : -1 / (a : ℂ) - r * κ ^ 2 / 2 + κ = 0 := by
    linear_combination h - ((r : ℂ) * κ ^ 2 / 2 - κ) * I_sq
  have hR : -1 / a - r * κ ^ 2 / 2 + κ = 0 := by exact_mod_cast hC
  have h1 : 1 < 2 * r / a := (one_lt_div ha).2 har
  -- completing the square gives a negative square
  have h2 : (r * κ - 1) ^ 2 = 1 - 2 * r / a := by linear_combination (-2 * r) * hR
  nlinarith [sq_nonneg (r * κ - 1)]

end

end EffectiveRangePoles
```

```lean
#print axioms EffectiveRangePoles.sMatrix_eq_product
#print axioms EffectiveRangePoles.effective_range_poles
#print axioms EffectiveRangePoles.residues_opposite_sign
#print axioms EffectiveRangePoles.no_imaginary_zero
```

```
'EffectiveRangePoles.sMatrix_eq_product' depends on axioms: [propext, Classical.choice, Quot.sound]
'EffectiveRangePoles.effective_range_poles' depends on axioms: [propext, Classical.choice, Quot.sound]
'EffectiveRangePoles.residues_opposite_sign' depends on axioms: [propext, Classical.choice, Quot.sound]
'EffectiveRangePoles.no_imaginary_zero' depends on axioms: [propext, Classical.choice, Quot.sound]
```

**Q:** So what may I take from this when I use a fit?

**A:** Within the single-channel effective-range truncation, and for $a>2r>0$, you have the complete list of poles and their residues. If the shallow pole represents a bound state of two particles with reduced mass $\mu$, its binding energy in this approximation is $\hbar^2\kappa_-^2/(2\mu)$. Whether the truncation is accurate at $\kappa_-$ is a question about your interaction, and the algebra cannot settle it.
